# Unequal alternating springs with a fixed sum lower the zero-point energy of an equal-mass harmonic ring of two or more cells

An estimate of the zero-point energy from the mean squared frequency alone cannot tell a dimerised ring of equal masses from a uniform one with the same mass and the same sum of the two spring constants, because that mean depends only on the mass and the sum. The frequencies themselves do distinguish them: in the harmonic nearest-neighbour model with that sum held fixed, a ring of at least two cells has strictly lower zero-point energy when its springs are unequal.

```lean
import Mathlib

open Matrix

namespace DimerisedChain

noncomputable section

/-- Displacement in cell `n` of a plane wave with amplitude `a` and wave number `q`. -/
def wave (q : ℝ) (a : ℂ) (n : ℤ) : ℂ := a * Complex.exp (q * n * Complex.I)

/-- Dynamical matrix of the chain with two atoms of mass `M ≠ 0` per cell, spring `k1` inside
the cell and spring `k2` between neighbouring cells. -/
def dynMatrix (M k1 k2 q : ℝ) : Matrix (Fin 2) (Fin 2) ℂ :=
  !![((k1 : ℂ) + k2) / M, -((k1 : ℂ) + k2 * Complex.exp (-q * Complex.I)) / M;
     -((k1 : ℂ) + k2 * Complex.exp (q * Complex.I)) / M, ((k1 : ℂ) + k2) / M]

/-- Half the difference between the two eigenvalues of the dynamical matrix, times the mass. -/
def splitting (k1 k2 q : ℝ) : ℝ :=
  Real.sqrt (k1 ^ 2 + k2 ^ 2 + 2 * k1 * k2 * Real.cos q)

/-- Frequency of the lower (acoustic) branch, for `M > 0` and positive springs. -/
def acoustic (M k1 k2 q : ℝ) : ℝ := Real.sqrt ((k1 + k2 - splitting k1 k2 q) / M)

/-- Frequency of the upper (optical) branch, for `M > 0` and positive springs. -/
def optical (M k1 k2 q : ℝ) : ℝ := Real.sqrt ((k1 + k2 + splitting k1 k2 q) / M)

/-- Harmonic zero-point energy of a ring of `N > 0` cells, for positive `hbar`, mass and springs:
half a quantum for each branch at each allowed wave number `2πj/N`. -/
def zeroPointEnergy (hbar M k1 k2 : ℝ) (N : ℕ) : ℝ :=
  ∑ j ∈ Finset.range N, hbar / 2 *
    (acoustic M k1 k2 (2 * Real.pi * j / N) + optical M k1 k2 (2 * Real.pi * j / N))

/-- For `M ≠ 0`, the spring forces on the two atoms of cell `n` in a plane wave are `-M` times
the plane wave whose amplitudes are the dynamical matrix applied to the original ones. -/
theorem force_on_wave {M : ℝ} (hM : M ≠ 0) (k1 k2 q : ℝ) (a b : ℂ) (n : ℤ) :
    k1 * (wave q b n - wave q a n) + k2 * (wave q b (n - 1) - wave q a n)
        = -M * wave q ((dynMatrix M k1 k2 q *ᵥ ![a, b]) 0) n ∧
    k1 * (wave q a n - wave q b n) + k2 * (wave q a (n + 1) - wave q b n)
        = -M * wave q ((dynMatrix M k1 k2 q *ᵥ ![a, b]) 1) n := by
  have hMc : (M : ℂ) * (M : ℂ)⁻¹ = 1 := mul_inv_cancel₀ (by exact_mod_cast hM)
  -- a shift by one cell multiplies the wave by a phase
  have hm : Complex.exp (q * ((n - 1 : ℤ) : ℂ) * Complex.I)
      = Complex.exp (q * n * Complex.I) * Complex.exp (-q * Complex.I) := by
    rw [← Complex.exp_add]
    congr 1
    push_cast
    ring
  have hp : Complex.exp (q * ((n + 1 : ℤ) : ℂ) * Complex.I)
      = Complex.exp (q * n * Complex.I) * Complex.exp (q * Complex.I) := by
    rw [← Complex.exp_add]
    congr 1
    push_cast
    ring
  have h0 : (dynMatrix M k1 k2 q *ᵥ ![a, b]) 0 = ((k1 : ℂ) + k2) / M * a
      + -((k1 : ℂ) + k2 * Complex.exp (-q * Complex.I)) / M * b := by
    simp [dynMatrix, Matrix.mulVec, dotProduct, Fin.sum_univ_two]
  have h1 : (dynMatrix M k1 k2 q *ᵥ ![a, b]) 1
      = -((k1 : ℂ) + k2 * Complex.exp (q * Complex.I)) / M * a
      + ((k1 : ℂ) + k2) / M * b := by
    simp [dynMatrix, Matrix.mulVec, dotProduct, Fin.sum_univ_two]
  rw [h0, h1]
  unfold wave
  rw [hm, hp]
  constructor
  · linear_combination ((((k1 : ℂ) + k2) * a - (k1 + k2 * Complex.exp (-q * Complex.I)) * b)
      * Complex.exp (q * n * Complex.I)) * hMc
  · linear_combination ((((k1 : ℂ) + k2) * b - (k1 + k2 * Complex.exp (q * Complex.I)) * a)
      * Complex.exp (q * n * Complex.I)) * hMc

variable {M k1 k2 : ℝ}

/-- For positive mass and springs, the squares of the splitting and of the two branch
frequencies are the expressions under their square roots. -/
theorem branch_sq (hM : 0 < M) (h1 : 0 < k1) (h2 : 0 < k2) (q : ℝ) :
    splitting k1 k2 q ^ 2 = k1 ^ 2 + k2 ^ 2 + 2 * k1 * k2 * Real.cos q ∧
    acoustic M k1 k2 q ^ 2 = (k1 + k2 - splitting k1 k2 q) / M ∧
    optical M k1 k2 q ^ 2 = (k1 + k2 + splitting k1 k2 q) / M := by
  have hk : 0 < k1 * k2 := mul_pos h1 h2
  have hlow : 0 ≤ k1 * k2 * (1 + Real.cos q) :=
    mul_nonneg hk.le (by linarith [Real.neg_one_le_cos q])
  have hupp : 0 ≤ k1 * k2 * (1 - Real.cos q) :=
    mul_nonneg hk.le (by linarith [Real.cos_le_one q])
  have hs0 : 0 ≤ splitting k1 k2 q := Real.sqrt_nonneg _
  -- the splitting never exceeds k1 + k2, so the lower branch is stable
  have hs : splitting k1 k2 q ≤ k1 + k2 :=
    Real.sqrt_le_iff.mpr ⟨by linarith, by nlinarith⟩
  exact ⟨Real.sq_sqrt (by nlinarith [sq_nonneg (k1 - k2)]),
    Real.sq_sqrt (div_nonneg (by linarith) hM.le),
    Real.sq_sqrt (div_nonneg (by linarith) hM.le)⟩

/-- For positive mass and springs, the squared acoustic and optical frequencies are the two
eigenvalues of the dynamical matrix, counted with multiplicity. -/
theorem characteristic_det (hM : 0 < M) (h1 : 0 < k1) (h2 : 0 < k2) (q : ℝ) (z : ℂ) :
    (z • (1 : Matrix (Fin 2) (Fin 2) ℂ) - dynMatrix M k1 k2 q).det
      = (z - (acoustic M k1 k2 q : ℂ) ^ 2) * (z - (optical M k1 k2 q : ℂ) ^ 2) := by
  obtain ⟨hs, ha, ho⟩ := branch_sq hM h1 h2 q
  have hs' : (splitting k1 k2 q : ℂ) ^ 2
      = (k1 : ℂ) ^ 2 + k2 ^ 2 + 2 * k1 * k2 * Complex.cos q := by exact_mod_cast hs
  have ha' : (acoustic M k1 k2 q : ℂ) ^ 2
      = ((k1 : ℂ) + k2 - splitting k1 k2 q) / M := by exact_mod_cast ha
  have ho' : (optical M k1 k2 q : ℂ) ^ 2
      = ((k1 : ℂ) + k2 + splitting k1 k2 q) / M := by exact_mod_cast ho
  have hdet : ∀ a b c d : ℂ,
      (z • (1 : Matrix (Fin 2) (Fin 2) ℂ) - !![a, b; c, d]).det
        = (z - a) * (z - d) - b * c := by
    intro a b c d
    simp [Matrix.det_fin_two]
  have hcos := Complex.two_cos (q : ℂ)
  have hexp : Complex.exp (q * Complex.I) * Complex.exp (-q * Complex.I) = 1 := by
    rw [← Complex.exp_add, show (q : ℂ) * Complex.I + -q * Complex.I = 0 by ring,
      Complex.exp_zero]
  rw [dynMatrix, hdet, ha', ho']
  linear_combination (1 / (M : ℂ) ^ 2) * hs' - ((k2 : ℂ) ^ 2 / (M : ℂ) ^ 2) * hexp
    + ((k1 : ℂ) * k2 / (M : ℂ) ^ 2) * hcos

/-- For positive mass and springs, the product of the two frequencies at wave number `q` is
`2 √(k1 k2) |sin(q/2)| / M`. -/
theorem frequency_product (hM : 0 < M) (h1 : 0 < k1) (h2 : 0 < k2) (q : ℝ) :
    acoustic M k1 k2 q * optical M k1 k2 q
      = 2 * Real.sqrt (k1 * k2) * |Real.sin (q / 2)| / M := by
  obtain ⟨hs, ha, ho⟩ := branch_sq hM h1 h2 q
  have hc : Real.cos q = 1 - 2 * Real.sin (q / 2) ^ 2 := by
    have h := Real.cos_two_mul (q / 2)
    rw [show 2 * (q / 2) = q by ring] at h
    linarith [Real.sin_sq_add_cos_sq (q / 2)]
  -- both sides are nonnegative, so it is enough to compare squares
  have hnonneg : 0 ≤ acoustic M k1 k2 q * optical M k1 k2 q :=
    mul_nonneg (Real.sqrt_nonneg _) (Real.sqrt_nonneg _)
  refine (sq_eq_sq₀ hnonneg (by positivity)).mp ?_
  rw [mul_pow, ha, ho, div_pow, mul_pow, mul_pow, Real.sq_sqrt (mul_pos h1 h2).le, sq_abs]
  linear_combination (-(1 / M ^ 2)) * hs - (2 * k1 * k2 / M ^ 2) * hc

/-- For positive mass and springs, the squared sum of the two frequencies at wave number `q` is
`(2 (k1 + k2) + 4 √(k1 k2) |sin(q/2)|) / M`. -/
theorem frequency_sum_sq (hM : 0 < M) (h1 : 0 < k1) (h2 : 0 < k2) (q : ℝ) :
    (acoustic M k1 k2 q + optical M k1 k2 q) ^ 2
      = (2 * (k1 + k2) + 4 * Real.sqrt (k1 * k2) * |Real.sin (q / 2)|) / M := by
  obtain ⟨-, ha, ho⟩ := branch_sq hM h1 h2 q
  linear_combination ha + ho + 2 * frequency_product hM h1 h2 q

/-- Between two chains of equal positive mass and positive springs with the same total stiffness,
the one with the larger spring difference has the strictly smaller frequency sum at every `q`
that is not a multiple of `2π`. -/
theorem frequency_sum_lt {l1 l2 q : ℝ} (hM : 0 < M) (h1 : 0 < k1) (h2 : 0 < k2)
    (g1 : 0 < l1) (g2 : 0 < l2) (hsum : k1 + k2 = l1 + l2) (hdiff : |l1 - l2| < |k1 - k2|)
    (hq : ∀ m : ℤ, q ≠ 2 * Real.pi * m) :
    acoustic M k1 k2 q + optical M k1 k2 q < acoustic M l1 l2 q + optical M l1 l2 q := by
  have hsin : Real.sin (q / 2) ≠ 0 := by
    intro h
    obtain ⟨m, hm⟩ := Real.sin_eq_zero_iff.mp h
    exact hq m (by linarith)
  -- at fixed sum, a smaller difference means a larger product
  have hprod : k1 * k2 < l1 * l2 := by
    have hd := sq_lt_sq.mpr hdiff
    have he : (k1 + k2) ^ 2 = (l1 + l2) ^ 2 := by rw [hsum]
    nlinarith
  have hroot := mul_lt_mul_of_pos_right
    (Real.sqrt_lt_sqrt (mul_pos h1 h2).le hprod) (abs_pos.mpr hsin)
  refine lt_of_pow_lt_pow_left₀ 2 (add_nonneg (Real.sqrt_nonneg _) (Real.sqrt_nonneg _)) ?_
  rw [frequency_sum_sq hM h1 h2, frequency_sum_sq hM g1 g2, hsum,
    div_lt_div_iff_of_pos_right hM]
  linarith

/-- At wave numbers that are multiples of `2π`, two chains of equal positive mass and positive
springs with the same total stiffness have the same frequency sum. -/
theorem frequency_sum_zone_centre {l1 l2 : ℝ} (hM : 0 < M) (h1 : 0 < k1) (h2 : 0 < k2)
    (g1 : 0 < l1) (g2 : 0 < l2) (hsum : k1 + k2 = l1 + l2) (m : ℤ) :
    acoustic M k1 k2 (2 * Real.pi * m) + optical M k1 k2 (2 * Real.pi * m)
      = acoustic M l1 l2 (2 * Real.pi * m) + optical M l1 l2 (2 * Real.pi * m) := by
  have hsin : Real.sin (2 * Real.pi * m / 2) = 0 := by
    rw [show 2 * Real.pi * (m : ℝ) / 2 = m * Real.pi by ring]
    exact Real.sin_int_mul_pi m
  have hnonneg : ∀ a b x : ℝ, 0 ≤ acoustic M a b x + optical M a b x :=
    fun _ _ _ => add_nonneg (Real.sqrt_nonneg _) (Real.sqrt_nonneg _)
  refine (sq_eq_sq₀ (hnonneg k1 k2 _) (hnonneg l1 l2 _)).mp ?_
  rw [frequency_sum_sq hM h1 h2, frequency_sum_sq hM g1 g2, hsin, hsum]
  simp

/-- For positive mass and unequal positive springs, replacing both springs by their mean strictly
raises the frequency sum at every `q` that is not a multiple of `2π`. -/
theorem frequency_sum_lt_uniform {q : ℝ} (hM : 0 < M) (h1 : 0 < k1) (h2 : 0 < k2)
    (hne : k1 ≠ k2) (hq : ∀ m : ℤ, q ≠ 2 * Real.pi * m) :
    acoustic M k1 k2 q + optical M k1 k2 q
      < acoustic M ((k1 + k2) / 2) ((k1 + k2) / 2) q
        + optical M ((k1 + k2) / 2) ((k1 + k2) / 2) q := by
  refine frequency_sum_lt hM h1 h2 (by positivity) (by positivity) (by ring) ?_ hq
  rw [sub_self, abs_zero]
  exact abs_pos.mpr (sub_ne_zero.mpr hne)

/-- For positive `hbar`, a ring of at least two cells with positive mass and unequal positive
springs has strictly lower zero-point energy than the ring with both springs at their mean. -/
theorem zeroPointEnergy_lt_uniform {hbar : ℝ} {N : ℕ} (hh : 0 < hbar) (hN : 2 ≤ N)
    (hM : 0 < M) (h1 : 0 < k1) (h2 : 0 < k2) (hne : k1 ≠ k2) :
    zeroPointEnergy hbar M k1 k2 N
      < zeroPointEnergy hbar M ((k1 + k2) / 2) ((k1 + k2) / 2) N := by
  have hh2 : 0 < hbar / 2 := by positivity
  unfold zeroPointEnergy
  refine Finset.sum_lt_sum (fun j _ => mul_le_mul_of_nonneg_left ?_ hh2.le)
    ⟨1, Finset.mem_range.mpr (by omega), mul_lt_mul_of_pos_left ?_ hh2⟩
  · by_cases hq : ∃ m : ℤ, 2 * Real.pi * (j : ℝ) / N = 2 * Real.pi * m
    · obtain ⟨m, hm⟩ := hq
      rw [hm]
      exact (frequency_sum_zone_centre hM h1 h2 (by positivity) (by positivity)
        (by ring) m).le
    · exact (frequency_sum_lt_uniform hM h1 h2 hne (fun m hm => hq ⟨m, hm⟩)).le
  · -- the first nonzero wave number is not a multiple of 2π
    refine frequency_sum_lt_uniform hM h1 h2 hne (fun m hm => ?_)
    have hN0 : (N : ℝ) ≠ 0 := by
      have : N ≠ 0 := by omega
      exact_mod_cast this
    rw [div_eq_iff hN0, Nat.cast_one] at hm
    have hmN : (m : ℝ) * N = 1 := by
      apply mul_left_cancel₀ (mul_ne_zero two_ne_zero Real.pi_ne_zero)
      linear_combination -hm
    have hz : m * (N : ℤ) = 1 := by exact_mod_cast hmN
    have hle := Int.le_of_dvd one_pos (Dvd.intro_left m hz)
    omega

end

end DimerisedChain
```

```lean
#print axioms DimerisedChain.force_on_wave
-- 'DimerisedChain.force_on_wave' depends on axioms: [propext, Classical.choice, Quot.sound]
#print axioms DimerisedChain.characteristic_det
-- 'DimerisedChain.characteristic_det' depends on axioms: [propext, Classical.choice, Quot.sound]
#print axioms DimerisedChain.zeroPointEnergy_lt_uniform
-- 'DimerisedChain.zeroPointEnergy_lt_uniform' depends on axioms: [propext, Classical.choice, Quot.sound]
```

## Comparing chains with the same sum of spring constants

Equal masses $M>0$ sit on a line, move only along it, and are joined by springs of alternating constants $k_1,k_2>0$. A ring here means such a chain with periodic boundary conditions, not a ring-shaped molecule. A cell holds two atoms, with $k_1$ inside the cell and $k_2$ between neighbouring cells. At each wave number $q$ the chain has a lower frequency $\omega_-$ and an upper frequency $\omega_+$, called `acoustic` and `optical` in Lean. The theorem `frequency_sum_sq` states that, for every real $q$,

$$(\omega_-+\omega_+)^2=\frac{2(k_1+k_2)+4\sqrt{k_1k_2}\,|\sin(q/2)|}{M}.$$

The theorem `frequency_sum_lt` compares this chain with a second one of the same mass, whose positive springs $l_1,l_2$ satisfy $l_1+l_2=k_1+k_2$ and $|l_1-l_2|<|k_1-k_2|$. The second chain, which is the less dimerised, has the strictly larger frequency sum whenever $q$ is not a multiple of $2\pi$. At multiples of $2\pi$ the two sums agree, by `frequency_sum_zone_centre`. The choice $l_1=l_2=(k_1+k_2)/2$ gives `frequency_sum_lt_uniform`, and adding up the modes of a ring with $N\ge2$ cells gives `zeroPointEnergy_lt_uniform`.

The sum $k_1+k_2$, called the total stiffness in the docstrings, is the restoring constant that one atom feels when all the others are clamped. It is not the stiffness of the chain against stretching, which is set by the series combination $k_1k_2/(k_1+k_2)$ and is smaller in the more dimerised chain. A small dimerisation, which shortens every other bond and lengthens the rest equally, keeps $k_1+k_2$ fixed to first order if the spring constant of a bond varies smoothly with its length. The lowering found here is itself of second order in the change of bond length, however, so a second-order change in $k_1+k_2$ can compete with it, and the theorem alone does not settle the sign for such a chain.

Electronic structure calculations often compare a uniform and a dimerised chain by their energies with clamped nuclei. If both structures are stable against small displacements, the harmonic zero-point energy of each can be added as a further term. In this harmonic nearest-neighbour model at fixed $k_1+k_2$, that term favours the dimerised chain. The result does not cover a uniform chain that is itself unstable to dimerisation, as in a Peierls distortion: such a chain has an imaginary harmonic frequency, whereas positive springs make every frequency real.

## Cells, phases and half quanta

The letter $q$ is the phase advance per cell, a pure number; textbooks often write it as a wave number times the cell length. The function `wave q a n` is the displacement $a\,e^{iqn}$ in cell $n$, so `a` is a complex amplitude and not a lattice constant. Both atoms of a cell carry the same phase factor.

The cell keeps its two atoms even when the springs are equal. The uniform chain therefore also has two branches here, and its `optical` branch is the folded upper part of the single branch found with one atom per cell.

The quantity `splitting`, written $s$ below, is half the difference of the two eigenvalues of the dynamical matrix, multiplied by $M$. It has the units of a spring constant.

The energy `zeroPointEnergy` is

$$E=\sum_{j=0}^{N-1}\frac{\hbar}{2}\bigl(\omega_-(q_j)+\omega_+(q_j)\bigr),\qquad q_j=\frac{2\pi j}{N},$$

where `hbar` may be any positive number. That the quantum ground-state energy of the ring equals this sum of half quanta is put in as a definition; it is not derived from a Hamiltonian.

## From spring forces to two frequencies

Let the atoms of cell $n$ have displacements $u_n$ and $v_n$. The forces on them are

$$k_1(v_n-u_n)+k_2(v_{n-1}-u_n),\qquad k_1(u_n-v_n)+k_2(u_{n+1}-v_n).$$

For $u_n=a\,e^{iqn}$ and $v_n=b\,e^{iqn}$, a shift by one cell multiplies the wave by $e^{\pm iq}$. The forces become $-M\,e^{iqn}$ times the components of $D\,(a,b)^T$, with

$$D=\frac1M\begin{pmatrix}k_1+k_2&-(k_1+k_2e^{-iq})\\-(k_1+k_2e^{iq})&k_1+k_2\end{pmatrix}.$$

This is `force_on_wave`, which ties `dynMatrix` to the springs. Its proof establishes the two phase shifts `hm` and `hp`, expands the matrix product, and closes each component with `linear_combination`. With a time factor $e^{-i\omega t}$, Newton's law then reads $D\,(a,b)^T=\omega^2(a,b)^T$.

The characteristic determinant is

$$\det(z-D)=\Bigl(z-\frac{k_1+k_2}{M}\Bigr)^2-\frac{s^2}{M^2},$$

$$s^2=(k_1+k_2e^{-iq})(k_1+k_2e^{iq})=k_1^2+k_2^2+2k_1k_2\cos q,$$

so the eigenvalues are $\omega_\mp^2=(k_1+k_2\mp s)/M$.

Real frequencies require nonnegative expressions under the roots. Two identities provide this:

$$s^2=(k_1-k_2)^2+2k_1k_2(1+\cos q)\ge0,$$

$$(k_1+k_2)^2-s^2=2k_1k_2(1-\cos q)\ge0.$$

The second gives $s\le k_1+k_2$. The lemma `branch_sq` carries out these estimates with `nlinarith` and then removes the square roots with `Real.sq_sqrt`. The theorem `characteristic_det` uses it to factor the determinant as $(z-\omega_-^2)(z-\omega_+^2)$ for every complex $z$, so the squared frequencies are the eigenvalues with their multiplicity. The trigonometric input is $e^{iq}e^{-iq}=1$ and $2\cos q=e^{iq}+e^{-iq}$.

## The product of the frequencies carries the dependence on dimerisation

Multiplying the two eigenvalues and using $1-\cos q=2\sin^2(q/2)$ gives

$$\omega_-^2\omega_+^2=\frac{(k_1+k_2)^2-s^2}{M^2}=\frac{4k_1k_2\sin^2(q/2)}{M^2}.$$

Both frequencies are nonnegative, hence

$$\omega_-\omega_+=\frac{2\sqrt{k_1k_2}\,|\sin(q/2)|}{M}.$$

The theorem `frequency_product` takes the same route: `sq_eq_sq₀` reduces an equality of nonnegative numbers to an equality of their squares. Since $\omega_-^2+\omega_+^2=2(k_1+k_2)/M$, adding twice the product gives the formula for $(\omega_-+\omega_+)^2$. In `frequency_sum_sq` this addition is a single `linear_combination`.

At fixed sum, the identity

$$4k_1k_2=(k_1+k_2)^2-(k_1-k_2)^2$$

shows that a smaller spring difference means a larger product $k_1k_2$. If $q$ is not a multiple of $2\pi$, then $|\sin(q/2)|>0$, and the squared frequency sum rises strictly with that product. The frequency sum is nonnegative, so it rises too. In `frequency_sum_lt` these steps appear as `hprod`, `hsin` and `hroot`, and `lt_of_pow_lt_pow_left₀` passes from the squares to the sums. At a multiple of $2\pi$ the sine vanishes and only $k_1+k_2$ remains, which is how `frequency_sum_zone_centre` obtains equality.

## Adding the modes of the ring

Compare a ring with $k_1\ne k_2$ to the ring with both springs at their mean. At each $q_j$ the dimerised ring has a frequency sum that is either equal or strictly smaller. At $j=0$ the sums are equal. At $j=1$ the wave number is $2\pi/N$, which lies strictly between $0$ and $2\pi$ because $N\ge2$, so the inequality is strict. Multiplying by $\hbar/2>0$ and summing gives the strict inequality for $E$. With $N=1$ only $q=0$ is present, and the two energies coincide.

The proof of `zeroPointEnergy_lt_uniform` applies `Finset.sum_lt_sum`, which needs a weak inequality for every term and a strict one for some term. The weak inequality comes from a case split on whether $q_j$ is a multiple of $2\pi$. For the strict term at $j=1$, suppose $2\pi/N=2\pi m$ with an integer $m$. Then $mN=1$, so $N$ divides $1$, which contradicts $N\ge2$.
